# With positive excitation energies, Coulomb-metric RI can lower a single MP2 term but not the closed-shell opposite-spin total

To check an auxiliary basis for MP2, one computes the energy of a small molecule with and without the resolution of the identity (RI) and compares the two values. For the closed-shell opposite-spin energy, the RI total cannot be the lower one, apart from rounding, if both runs use the same real orbitals and the same orbital energies, all pair densities are fitted in the Coulomb metric with one common auxiliary basis, and the excitation energies, meaning virtual minus occupied orbital energies, are positive. The same reading applied to one term of the sum is wrong: a single term can drop below its exact value.

## The Coulomb metric as an inner product

A pair density is the product of an occupied and a virtual orbital. The Coulomb integral $(u|v)$ of two real pair densities is symmetric and positive definite, so it serves as the inner product of a real space `E`, written `inner ℝ u v`. The auxiliary functions $b_k$, written $k$ inside brackets, form a finite family in the same space. If they are orthonormal in the Coulomb metric, the RI integral is

$$R(u,v)=\sum_k (u|k)(k|v).$$

With non-orthogonal auxiliary functions, as production codes usually have, the inverse of their Coulomb matrix stands between the two factors. The step from that expression to the orthonormal one, by orthonormalising a linearly independent basis, is left to the reader.

In Lean 4 with Mathlib:

```lean
import Mathlib

open Filter Topology

namespace RIMP2TermwiseBound

noncomputable section

variable {E : Type*} [NormedAddCommGroup E] [InnerProductSpace ℝ E]
variable {ι κ : Type*} [Fintype ι] [Fintype κ]

/-- The RI integral `∑ₖ (u|k)(k|v)` of two pair densities, for an auxiliary family `b` that is
orthonormal in the Coulomb metric. -/
def riInt (b : κ → E) (u v : E) : ℝ := ∑ k, inner ℝ u (b k) * inner ℝ (b k) v
```

An integral $g$ with energy denominator $D$ contributes $-g^2/D$.

```lean
/-- The opposite-spin MP2 term `-g²/D` of an integral `g` with energy denominator `D ≠ 0`. -/
def mp2Term (g D : ℝ) : ℝ := -g ^ 2 / D
```

The total runs over all ordered pairs of excitations. Here $i$ and $j$ number excitations, not occupied orbitals as in most textbooks, and $e_i$ is the virtual orbital energy minus the occupied one.

```lean
/-- The opposite-spin MP2 energy: the sum of `-(g i j)²/(e i + e j)` over all pairs of
excitations, for excitation energies `e` with every `e i + e j ≠ 0`. -/
def osMP2 (g : ι → ι → ℝ) (e : ι → ℝ) : ℝ := ∑ i, ∑ j, mp2Term (g i j) (e i + e j)
```

Both spins share one list of densities and energies in `osMP2`, as in a closed shell. Same-spin exchange terms are absent. The shared list matters: if spin up has only the excitation density $u$ and spin down only $v$, the opposite-spin energy is a single term, and RI can lower it.

## A positive denominator fixes the sign of a term

The condition $D>0$ says that the double excitation raises the sum of the occupied orbital energies. By hand, it is used once: if $g\neq0$, then $g^2/D>0$, so $-g^2/D<0$, which is the value for a vanishing integral.

Take $u=(1,1)$, $v=(1,-1)$ and the auxiliary vector $P=(1,0)$, with the ordinary dot product as metric. Then

$$(u|v)=1-1=0,\qquad (u|P)(P|v)=1\cdot1=1.$$

The exact term is $0$ and the RI term is $-1/D$. The fit keeps only the first components, on which the two densities agree, and loses the second components that cancelled them. Both densities have length $\sqrt2$; after normalisation the RI integral is $1/2$ and the RI term $-1/(4D)$.

```lean
/-- The pair density `(1, 1)`. -/
def densityU : EuclideanSpace ℝ (Fin 2) := !₂[1, 1]

/-- The pair density `(1, -1)`. -/
def densityV : EuclideanSpace ℝ (Fin 2) := !₂[1, -1]

/-- The auxiliary family whose only member is `(1, 0)`. -/
def auxFamily : Fin 1 → EuclideanSpace ℝ (Fin 2) := fun _ => !₂[1, 0]
```

In the proof, `mp2Term_lt_of_ne_zero` is the sign argument: `positivity` gives $g^2/D>0$ from the two hypotheses, and `linarith` concludes.

```lean
/-- For a positive denominator, a nonzero integral gives an MP2 term strictly below that of a
vanishing integral. -/
theorem mp2Term_lt_of_ne_zero {g D : ℝ} (hg : g ≠ 0) (hD : 0 < D) :
    mp2Term g D < mp2Term 0 D := by
  have h : 0 < g ^ 2 / D := by positivity
  have e1 : -g ^ 2 / D = -(g ^ 2 / D) := by ring
  have e2 : -(0 : ℝ) ^ 2 / D = 0 := by simp
  unfold mp2Term
  rw [e1, e2]
  linarith
```

The next theorem states four things together: the auxiliary family is orthonormal, the exact integral is 0, the RI integral is 1, and the RI term is strictly lower for every positive $D$. The integrals `h0` and `h1` are evaluated by `simp` from the components. Orthonormality needs only the length of the single auxiliary vector, also computed by `simp`, and the lemma above gives the strict inequality.

```lean
/-- For the densities `(1, 1)` and `(1, -1)` and the normalised auxiliary vector `(1, 0)`, the
exact integral is 0 and the RI integral is 1, so for every `D > 0` the RI-MP2 term lies strictly
below the exact one. -/
theorem ri_term_below_exact :
    Orthonormal ℝ auxFamily ∧ inner ℝ densityU densityV = 0 ∧
      riInt auxFamily densityU densityV = 1 ∧
      ∀ D : ℝ, 0 < D → mp2Term (riInt auxFamily densityU densityV) D
        < mp2Term (inner ℝ densityU densityV) D := by
  have h0 : inner ℝ densityU densityV = 0 := by
    simp [densityU, densityV, PiLp.inner_apply, Fin.sum_univ_two]
  have h1 : riInt auxFamily densityU densityV = 1 := by
    simp [riInt, auxFamily, densityU, densityV, PiLp.inner_apply, Fin.sum_univ_two]
  refine ⟨⟨fun _ => ?_, fun i j h => absurd (Subsingleton.elim i j) h⟩, h0, h1, ?_⟩
  · simp [auxFamily, EuclideanSpace.norm_eq, Fin.sum_univ_two]
  · intro D hD
    rw [h0, h1]
    exact mp2Term_lt_of_ne_zero one_ne_zero hD
```

With a negative denominator the conclusion reverses. For $D=-1$ the same vectors give an RI term of $+1$ against an exact term of $0$.

## Nonzero orthogonal densities admit a spurious overlap

The defect is not special to two dimensions. Let $u$ and $v$ be nonzero with $(u|v)=0$, so that the two charge distributions have no Coulomb interaction. Put $w=u+v$. Orthogonality gives

$$(u|w)=(u|u)>0,\qquad (w|v)=(v|v)>0,$$

and therefore $w\neq0$. With the normalised auxiliary vector $P=w/\|w\|$,

$$(u|P)(P|v)=\frac{(u|u)(v|v)}{\|w\|^2}>0,$$

while the exact integral is zero. The sign argument then applies for every $D>0$.

In the proof, `hu'` and `hv'` turn the two nonzero conditions into positive self-interactions, `huw` and `hwv` use orthogonality, and `hri` is the positive RI integral. One vector $P$ works for all denominators, since it is chosen before $D$.

```lean
/-- For any two nonzero orthogonal pair densities there is a single normalised auxiliary vector
whose RI-MP2 term lies strictly below the exact one for every positive denominator. -/
theorem exists_aux_term_below_exact {u v : E} (hu : u ≠ 0) (hv : v ≠ 0)
    (h : inner ℝ u v = 0) :
    ∃ P : E, ‖P‖ = 1 ∧ ∀ D : ℝ, 0 < D →
      mp2Term (riInt (fun _ : Fin 1 => P) u v) D < mp2Term (inner ℝ u v) D := by
  have hu' : 0 < inner ℝ u u := by
    rw [real_inner_self_eq_norm_sq]
    exact pow_pos (norm_pos_iff.mpr hu) 2
  have hv' : 0 < inner ℝ v v := by
    rw [real_inner_self_eq_norm_sq]
    exact pow_pos (norm_pos_iff.mpr hv) 2
  have huw : inner ℝ u (u + v) = inner ℝ u u := by rw [inner_add_right, h, add_zero]
  have hwv : inner ℝ (u + v) v = inner ℝ v v := by rw [inner_add_left, h, zero_add]
  have hw : u + v ≠ 0 := by
    intro h0
    rw [h0, inner_zero_right] at huw
    linarith
  have hn : 0 < ‖u + v‖ := norm_pos_iff.mpr hw
  -- the normalised sum of the two densities overlaps with both
  refine ⟨‖u + v‖⁻¹ • (u + v), ?_, fun D hD => ?_⟩
  · rw [norm_smul, norm_inv, norm_norm, inv_mul_cancel₀ hn.ne']
  · have hri : 0 < riInt (fun _ : Fin 1 => ‖u + v‖⁻¹ • (u + v)) u v := by
      simp only [riInt, Finset.univ_unique, Finset.sum_singleton, real_inner_smul_left,
        real_inner_smul_right, huw, hwv]
      exact mul_pos (mul_pos (inv_pos.mpr hn) hu') (mul_pos (inv_pos.mpr hn) hv')
    rw [h]
    exact mp2Term_lt_of_ne_zero hri.ne' hD
```

If $u=0$, both integrals vanish for every $P$ and no strict inequality is possible; the same holds for $v=0$. If orthogonality is given up so far that $v=u$ is allowed, the claim fails too: for normalised $P$, $(u|P)^2\le(u|u)$, so the RI term is never below the exact one. This excludes equal densities, not every pair with a nonzero integral.

## Positive excitation energies, added in the denominator

The condition $e_i>0$ says that every virtual orbital in the sum lies above the occupied orbital it is paired with. It gives the total a property that its terms lack. For any vectors $w_i$ in the space, consider the damped sum

$$F(t)=\sum_{i,j}\frac{(w_i|w_j)}{e_i+e_j}\,\mathrm e^{-(e_i+e_j)t}.$$

Differentiation removes the denominators, and the exponential factorises:

$$F'(t)=-\sum_{i,j}\mathrm e^{-e_it}\,\mathrm e^{-e_jt}(w_i|w_j)=-\Big\|\sum_i \mathrm e^{-e_it}w_i\Big\|^2\le0.$$

So $F$ never increases. Since all $e_i+e_j$ are positive, $F(t)\to0$ as $t\to\infty$. Hence $F(0)\ge0$, which is

$$\sum_{i,j}\frac{(w_i|w_j)}{e_i+e_j}\ge0.$$

The proof has the same three stages. `hder` is the derivative, `hanti` the monotonicity and `hlim` the limit; `hanti.le_of_tendsto` compares time zero with the limit. Positivity enters in `hc`, where the denominator is cancelled, and in `hneg`, where the exponent must tend to minus infinity.

```lean
/-- For positive excitation energies `e`, the sum of `(wᵢ|wⱼ)/(eᵢ + eⱼ)` over all pairs is
nonnegative. -/
theorem laplace_sum_nonneg (w : ι → E) (e : ι → ℝ) (he : ∀ i, 0 < e i) :
    0 ≤ ∑ i, ∑ j, inner ℝ (w i) (w j) / (e i + e j) := by
  obtain ⟨F, hF⟩ : ∃ F : ℝ → ℝ, F = fun t => ∑ i, ∑ j,
      inner ℝ (w i) (w j) / (e i + e j) * Real.exp (-(e i + e j) * t) := ⟨_, rfl⟩
  -- the damped sum has minus a squared norm as its derivative
  have hder : ∀ t, HasDerivAt F (-(inner ℝ (∑ i, Real.exp (-e i * t) • w i)
      (∑ i, Real.exp (-e i * t) • w i))) t := by
    intro t
    have hs : ∑ i, ∑ j, -(inner ℝ (w i) (w j) * (Real.exp (-e i * t) * Real.exp (-e j * t)))
        = -(inner ℝ (∑ i, Real.exp (-e i * t) • w i) (∑ i, Real.exp (-e i * t) • w i)) := by
      rw [sum_inner, ← Finset.sum_neg_distrib]
      refine Finset.sum_congr rfl fun i _ => ?_
      rw [inner_sum, ← Finset.sum_neg_distrib]
      refine Finset.sum_congr rfl fun j _ => ?_
      rw [real_inner_smul_left, real_inner_smul_right]
      ring
    rw [← hs, hF]
    refine HasDerivAt.fun_sum fun i _ => HasDerivAt.fun_sum fun j _ => ?_
    have hc : inner ℝ (w i) (w j) / (e i + e j) * (e i + e j) = inner ℝ (w i) (w j) :=
      div_mul_cancel₀ _ (add_pos (he i) (he j)).ne'
    have hx : Real.exp (-e i * t) * Real.exp (-e j * t) = Real.exp (-(e i + e j) * t) := by
      rw [← Real.exp_add]
      congr 1
      ring
    have h1 : HasDerivAt (fun s : ℝ => -(e i + e j) * s) (-(e i + e j)) t := by
      simpa using (hasDerivAt_id t).const_mul (-(e i + e j))
    refine (h1.exp.const_mul (inner ℝ (w i) (w j) / (e i + e j))).congr_deriv ?_
    linear_combination (-Real.exp (-(e i + e j) * t)) * hc + inner ℝ (w i) (w j) * hx
  have hanti : Antitone F := by
    refine antitone_of_deriv_nonpos (fun t => (hder t).differentiableAt) fun t => ?_
    rw [(hder t).deriv, real_inner_self_eq_norm_sq]
    exact neg_nonpos.mpr (sq_nonneg _)
  have hlim : Tendsto F atTop
      (𝓝 (∑ i, ∑ j, inner ℝ (w i) (w j) / (e i + e j) * 0)) := by
    rw [hF]
    refine tendsto_finsetSum _ fun i _ => tendsto_finsetSum _ fun j _ =>
      Tendsto.const_mul _ ?_
    have hneg : -(e i + e j) < 0 := by linarith [he i, he j]
    exact Real.tendsto_exp_atBot.comp (tendsto_id.const_mul_atTop_of_neg hneg)
  simp only [mul_zero, Finset.sum_const_zero] at hlim
  -- a decreasing function with limit zero is nonnegative at time zero
  have h0 := hanti.le_of_tendsto hlim 0
  rw [hF] at h0
  simpa only [mul_zero, Real.exp_zero, mul_one] using h0
```

With a negative excitation energy the bound on the total can fail. Take one density of length 1, $e=-1$ and an auxiliary vector orthogonal to the density. The exact energy is $-1/(-2)=+1/2$ and the RI energy is $0$, which is lower.

The form $e_i+e_j$ is a hypothesis as well, built into `osMP2`. For the pair $(1,1)$, $(1,-1)$ with auxiliary vector $(1,0)$, the exact integrals are $2$ on the diagonal and $0$ off it, while all four RI integrals are $1$. With $e_1=e_2=1$ the exact total is $-4$ and the RI total $-2$: the loss on the diagonal outweighs the spurious cross terms. Replace the denominators by arbitrary positive numbers, $6$ on the diagonal and $1$ off it, and the exact total is $-4/3$ while the RI total is $-7/3$. Positive denominators alone do not protect the total.

## An orthonormal auxiliary family makes the fitting error an inner product

Orthonormality makes the fit $f(x)=\sum_k(k|x)\,b_k$ an orthogonal projection in the Coulomb metric. Let $u_i$ be the pair densities and $r_i=u_i-f(u_i)$ the fitting residuals. Then $(k|r_i)=0$ for every $k$, so $(f(u_i)|r_j)=0$ and, with $R_{ij}=R(u_i,u_j)$,

$$(r_i|r_j)=(u_i|r_j)=(u_i|u_j)-R_{ij}.$$

Insert $(u_i|u_j)=R_{ij}+(r_i|r_j)$ into the exact energy and expand the square:

$$E_{\rm RI}-E_{\rm exact}=\sum_{i,j}\frac{2R_{ij}(r_i|r_j)+(r_i|r_j)^2}{e_i+e_j}.$$

The second part is a sum of squares over positive denominators. For the first, write

$$R_{ij}(r_i|r_j)=\sum_k\big((k|u_i)\,r_i\,\big|\,(k|u_j)\,r_j\big).$$

For each $k$, the inequality for the damped sum applies with $w_i=(k|u_i)\,r_i$. Both parts are nonnegative, so $E_{\rm exact}\le E_{\rm RI}$.

The theorem states this inequality for any finite orthonormal family `b`, any finite list of densities `u` and any positive energies `e`, both lists shared by the two spins. In its proof, orthonormality is used in `hperp`, from which `hres` derives the identity for the residuals. `hcross` exchanges the sums and calls `laplace_sum_nonneg` for each auxiliary function, `hsq` handles the squares, and `hdiff` is the displayed energy difference.

```lean
/-- For an orthonormal auxiliary family and positive excitation energies, the total opposite-spin
RI-MP2 energy is never below the exact one. -/
theorem exact_total_le_ri_total (b : κ → E) (hb : Orthonormal ℝ b) (u : ι → E) (e : ι → ℝ)
    (he : ∀ i, 0 < e i) :
    osMP2 (fun i j => inner ℝ (u i) (u j)) e ≤ osMP2 (fun i j => riInt b (u i) (u j)) e := by
  obtain ⟨f, hf⟩ : ∃ f : E → E, ∀ x, f x = ∑ k, inner ℝ (b k) x • b k :=
    ⟨_, fun _ => rfl⟩
  -- fitting residuals are orthogonal to the auxiliary family
  have hperp : ∀ k y, inner ℝ (b k) (y - f y) = 0 := by
    intro k y
    rw [inner_sub_right, hf]
    exact sub_eq_zero.mpr (hb.inner_right_fintype (fun k => inner ℝ (b k) y) k).symm
  have hres : ∀ x y, inner ℝ (x - f x) (y - f y) = inner ℝ x y - riInt b x y := by
    intro x y
    have h1 : inner ℝ (f x) (y - f y) = 0 := by
      rw [hf x, sum_inner]
      exact Finset.sum_eq_zero fun k _ => by rw [real_inner_smul_left, hperp, mul_zero]
    have h2 : inner ℝ x (f y) = riInt b x y := by
      rw [hf, inner_sum, riInt]
      refine Finset.sum_congr rfl fun k _ => ?_
      rw [real_inner_smul_right]
      ring
    rw [inner_sub_left, h1, sub_zero, inner_sub_right, h2]
  -- the cross term is a sum of Laplace sums, one for each auxiliary function
  have hcross : 0 ≤ ∑ i, ∑ j, riInt b (u i) (u j) *
      inner ℝ (u i - f (u i)) (u j - f (u j)) / (e i + e j) := by
    have hsum : ∑ k, ∑ i, ∑ j, inner ℝ (inner ℝ (b k) (u i) • (u i - f (u i)))
        (inner ℝ (b k) (u j) • (u j - f (u j))) / (e i + e j)
        = ∑ i, ∑ j, riInt b (u i) (u j) *
          inner ℝ (u i - f (u i)) (u j - f (u j)) / (e i + e j) := by
      rw [Finset.sum_comm]
      refine Finset.sum_congr rfl fun i _ => ?_
      rw [Finset.sum_comm]
      refine Finset.sum_congr rfl fun j _ => ?_
      rw [riInt, Finset.sum_mul, Finset.sum_div]
      refine Finset.sum_congr rfl fun k _ => ?_
      rw [real_inner_smul_left, real_inner_smul_right, real_inner_comm (b k) (u i)]
      ring
    rw [← hsum]
    exact Finset.sum_nonneg fun k _ =>
      laplace_sum_nonneg (fun i => inner ℝ (b k) (u i) • (u i - f (u i))) e he
  have hsq : 0 ≤ ∑ i, ∑ j, inner ℝ (u i - f (u i)) (u j - f (u j)) ^ 2 / (e i + e j) :=
    Finset.sum_nonneg fun i _ => Finset.sum_nonneg fun j _ =>
      div_nonneg (sq_nonneg _) (add_pos (he i) (he j)).le
  have hdiff : osMP2 (fun i j => riInt b (u i) (u j)) e
      - osMP2 (fun i j => inner ℝ (u i) (u j)) e
      = 2 * (∑ i, ∑ j, riInt b (u i) (u j) *
          inner ℝ (u i - f (u i)) (u j - f (u j)) / (e i + e j))
        + ∑ i, ∑ j, inner ℝ (u i - f (u i)) (u j - f (u j)) ^ 2 / (e i + e j) := by
    simp only [osMP2, mp2Term, Finset.mul_sum, ← Finset.sum_sub_distrib,
      ← Finset.sum_add_distrib]
    refine Finset.sum_congr rfl fun i _ => Finset.sum_congr rfl fun j _ => ?_
    rw [hres]
    ring
  linarith

end

end RIMP2TermwiseBound
```

Without normalisation the inequality can fail in one dimension. Let the only density be the number $1$, the only auxiliary vector $2$, and $e=1$. The exact integral is $1$ and the supposed RI integral is $2\cdot2=4$, so the energies are $-1/2$ and $-8$. Any auxiliary number $c>1$ in place of $2$ fails in the same way, since the supposed RI integral is then $c^2>1$. The example says nothing against auxiliary vectors shorter than 1.

The failures shown here for missing hypotheses rest on the arithmetic given with them, not on a checked theorem.

```lean
#print axioms RIMP2TermwiseBound.ri_term_below_exact
#print axioms RIMP2TermwiseBound.exists_aux_term_below_exact
#print axioms RIMP2TermwiseBound.exact_total_le_ri_total
```

```
'RIMP2TermwiseBound.ri_term_below_exact' depends on axioms: [propext, Classical.choice, Quot.sound]
'RIMP2TermwiseBound.exists_aux_term_below_exact' depends on axioms: [propext, Classical.choice, Quot.sound]
'RIMP2TermwiseBound.exact_total_le_ri_total' depends on axioms: [propext, Classical.choice, Quot.sound]
```
